# A crystal with full cubic symmetry \(m\bar3m\) has six third-order elastic constants

Number the cube axes 0, 1, 2 and suppose that the third-order elastic energy of an \(m\bar3m\) crystal contains

\[ A\,e_{00}^3 + B\,e_{11}^3 + D\,e_{00}^2e_{12}, \]

where \(e\) is the symmetric strain. Of the three components that appear here, reversing axis 1 changes the sign of \(e_{12}\) only, so \(D=0\). Exchanging axes 0 and 1 then gives \(A=B\). Applied to all 56 cubic monomials in the six strain components, these two arguments leave six independent constants.

```lean
import Mathlib

open MvPolynomial (X eval coeff rename)
open Matrix

namespace CubicThirdOrderElasticity

noncomputable section
```

## Strain components and the symmetry group

There are three normal and three shear components:

\[ n_i=e_{ii},\qquad h_i=e_{i+1,i+2}\quad(\text{indices mod }3), \]

so \(h_0=e_{12}\), \(h_1=e_{20}\), \(h_2=e_{01}\). The labels `inl i` and `inr i` stand for \(n_i\) and \(h_i\).

```lean
/-- Labels of the six strain components: `inl i` is normal, `inr i` is shear. -/
abbrev V := Fin 3 ⊕ Fin 3
```

Despite its name, `voigt` uses the tensor shears, without the factor 2 of textbook Voigt notation.

```lean
/-- The components of a strain: normal `e i i` and shear `e (i+1) (i+2)`, indices modulo 3. -/
def voigt (e : Matrix (Fin 3) (Fin 3) ℝ) : V → ℝ :=
  Sum.elim (fun i => e i i) (fun i => e (i + 1) (i + 2))
```

A symmetry operation \(Q\) sends the axes to one another with signs: \(Q_{ij}=s_i\,\delta_{j,\sigma(i)}\), with \(s_i=\pm1\) and \(\sigma\) a permutation. These 48 matrices form the point group \(m\bar3m\). The classes \(23\) and \(m\bar3\) have fewer operations, and the count below is not claimed for them.

```lean
/-- The signed permutation matrix with the entry `s i = ±1` in row `i` and column `σ i`. -/
def signedPerm (s : Fin 3 → ℤˣ) (σ : Equiv.Perm (Fin 3)) : Matrix (Fin 3) (Fin 3) ℝ :=
  Matrix.of fun i j => if j = σ i then ((s i : ℤ) : ℝ) else 0
```

An admissible energy is a real polynomial \(p\), homogeneous of degree 3, whose value is the same at \(e\) and \(QeQ^{T}\) for every symmetric \(e\) and every \(Q\). Sums and multiples of such polynomials are again admissible, so they form a vector space.

That the cubic Taylor term of a real \(m\bar3m\) crystal's energy density, as a function of Lagrangian strain, is such a polynomial is the physical input.

```lean
/-- The homogeneous cubic polynomials in the strain components that are invariant under
`e ↦ Q e Qᵀ` for all signed permutation matrices `Q`. -/
def cubicInvariants : Submodule ℝ (MvPolynomial V ℝ) where
  carrier := {p | p.IsHomogeneous 3 ∧ ∀ s σ (e : Matrix (Fin 3) (Fin 3) ℝ), e.IsSymm →
    eval (voigt (signedPerm s σ * e * (signedPerm s σ)ᵀ)) p = eval (voigt e) p}
  zero_mem' := ⟨MvPolynomial.isHomogeneous_zero _ _ 3, fun _ _ _ _ => by simp⟩
  add_mem' := fun hp hq => ⟨hp.1.add hq.1, fun s σ e he => by
    rw [map_add, map_add, hp.2 s σ e he, hq.2 s σ e he]⟩
  smul_mem' := fun c p hp =>
    ⟨(MvPolynomial.homogeneousSubmodule V ℝ 3).smul_mem c hp.1, fun s σ e he => by
      rw [MvPolynomial.smul_eval, MvPolynomial.smul_eval, hp.2 s σ e he]⟩
```

The candidates for a basis are

\[
\begin{aligned}
I_0&=\sum_i n_i^3, & I_1&=\sum_i n_i^2(n_{i+1}+n_{i+2}), & I_2&=n_0n_1n_2,\\
I_3&=\sum_i n_ih_i^2, & I_4&=\sum_i n_i(h_{i+1}^2+h_{i+2}^2), & I_5&=h_0h_1h_2.
\end{aligned}
\]

```lean
/-- Six cubic forms in the normal components `x (inl i)` and shear components `x (inr i)`. -/
def cubicForm {R : Type*} [CommRing R] (x : V → R) : Fin 6 → R :=
  ![∑ i, x (.inl i) ^ 3,
    ∑ i, x (.inl i) ^ 2 * (x (.inl (i + 1)) + x (.inl (i + 2))),
    x (.inl 0) * x (.inl 1) * x (.inl 2),
    ∑ i, x (.inl i) * x (.inr i) ^ 2,
    ∑ i, x (.inl i) * (x (.inr (i + 1)) ^ 2 + x (.inr (i + 2)) ^ 2),
    x (.inr 0) * x (.inr 1) * x (.inr 2)]
```

## The six forms are invariant

Multiplying out gives \((QeQ^{T})_{ij}=s_is_j\,e_{\sigma(i)\sigma(j)}\). Normal components therefore acquire \(s_i^2=1\), and \(h_i\) acquires \(s_{i+1}s_{i+2}\).

```lean
/-- The sign that a strain component acquires when the axes acquire the signs `s`. -/
def sgn (s : Fin 3 → ℤˣ) : V → ℤˣ :=
  Sum.elim (fun _ => 1) (fun i => s (i + 1) * s (i + 2))
```

The permutation carries the pair \(i+1,i+2\) to the two axes other than \(\sigma(i)\), possibly in reverse order, which does not matter for symmetric \(e\). Hence

\[ n_i\mapsto n_{\sigma(i)},\qquad h_i\mapsto s_{i+1}s_{i+2}\,h_{\sigma(i)}. \]

```lean
/-- A signed permutation of the axes permutes the normal and the shear components of a
symmetric strain alike, and multiplies them by signs. -/
theorem voigt_conj (s : Fin 3 → ℤˣ) (σ : Equiv.Perm (Fin 3))
    (e : Matrix (Fin 3) (Fin 3) ℝ) (he : e.IsSymm) :
    voigt (signedPerm s σ * e * (signedPerm s σ)ᵀ) =
      fun v => ((sgn s v : ℤ) : ℝ) * voigt e (Sum.map σ σ v) := by
  have hQ : ∀ i j, (signedPerm s σ * e * (signedPerm s σ)ᵀ) i j =
      ((s i : ℤ) : ℝ) * ((s j : ℤ) : ℝ) * e (σ i) (σ j) := by
    intro i j
    simp [signedPerm, Matrix.mul_apply]
    ring
  have hσ : ∀ (σ : Equiv.Perm (Fin 3)) (i : Fin 3),
      (σ (i + 1) = σ i + 1 ∧ σ (i + 2) = σ i + 2) ∨
      (σ (i + 1) = σ i + 2 ∧ σ (i + 2) = σ i + 1) := by decide +kernel
  ext v
  rcases v with i | i
  · change (signedPerm s σ * e * (signedPerm s σ)ᵀ) i i =
      (((1 : ℤˣ) : ℤ) : ℝ) * e (σ i) (σ i)
    rw [hQ]
    rcases Int.units_eq_one_or (s i) with h | h <;> simp [h]
  · change (signedPerm s σ * e * (signedPerm s σ)ᵀ) (i + 1) (i + 2) =
      (((s (i + 1) * s (i + 2) : ℤˣ) : ℤ) : ℝ) * e (σ i + 1) (σ i + 2)
    rw [hQ]
    simp only [Units.val_mul, Int.cast_mul]
    rcases hσ σ i with ⟨h1, h2⟩ | ⟨h1, h2⟩
    · rw [h1, h2]
    · rw [h1, h2, he.apply (σ i + 1) (σ i + 2)]
```

The forms are used both as polynomials and as functions of numbers; evaluation connects the two.

```lean
lemma eval_cubicForm (x : V → ℝ) (l : Fin 6) :
    eval x (cubicForm (X : V → MvPolynomial V ℝ) l) = cubicForm x l := by
  fin_cases l <;> simp [cubicForm]
```

In \(I_3\) and \(I_4\) the shear signs are squared. In \(I_5\) their product is \((s_1s_2)(s_2s_0)(s_0s_1)=1\). What remains is a relabelling of axes, checked for each of the six permutations.

For example, take \(n=(1,2,0)\) and \(h=(1,1,2)\) in units of \(10^{-2}\). Exchanging axes 0 and 1, with \(s=(-1,1,1)\), gives \(n=(2,1,0)\) and \(h=(1,-1,-2)\). Both strains give \((I_0,\dots,I_5)=(9,6,0,3,15,2)\) in units of \(10^{-6}\).

```lean
/-- The six cubic forms do not change under signed permutations of the axes. -/
theorem cubicForm_transform (s : Fin 3 → ℤˣ) (σ : Equiv.Perm (Fin 3)) (x : V → ℝ) :
    cubicForm (fun v => ((sgn s v : ℤ) : ℝ) * x (Sum.map σ σ v)) = cubicForm x := by
  have hsq : ∀ v, ((sgn s v : ℤ) : ℝ) ^ 2 = 1 := fun v => by
    rcases Int.units_eq_one_or (sgn s v) with h | h <;> simp [h]
  have hp : ((sgn s (.inr 0) : ℤ) : ℝ) * ((sgn s (.inr 1) : ℤ) : ℝ) *
      ((sgn s (.inr 2) : ℤ) : ℝ) = 1 := by
    have h : sgn s (.inr 0) * sgn s (.inr 1) * sgn s (.inr 2) = 1 :=
      (by decide : ∀ a b c : ℤˣ, b * c * (c * a) * (a * b) = 1) (s 0) (s 1) (s 2)
    have h' := congrArg (fun u : ℤˣ => ((u : ℤ) : ℝ)) h
    simpa only [Units.val_mul, Int.cast_mul, Units.val_one, Int.cast_one] using h'
  generalize hx : (fun v => ((sgn s v : ℤ) : ℝ) * x (Sum.map σ σ v)) = x'
  have hN : ∀ i, x' (.inl i) = x (.inl (σ i)) := fun i => by subst hx; simp [sgn]
  have hS : ∀ i, x' (.inr i) = ((sgn s (.inr i) : ℤ) : ℝ) * x (.inr (σ i)) :=
    fun i => by subst hx; rfl
  have hS2 : ∀ i, x' (.inr i) ^ 2 = x (.inr (σ i)) ^ 2 := fun i => by
    rw [hS, mul_pow, hsq, one_mul]
  have hS3 : x' (.inr 0) * x' (.inr 1) * x' (.inr 2) =
      x (.inr (σ 0)) * x (.inr (σ 1)) * x (.inr (σ 2)) := by
    rw [hS 0, hS 1, hS 2]
    linear_combination (x (.inr (σ 0)) * x (.inr (σ 1)) * x (.inr (σ 2))) * hp
  -- the six permutations of the axes
  have h6 : ∀ σ : Equiv.Perm (Fin 3),
      (σ 0 = 0 ∧ σ 1 = 1 ∧ σ 2 = 2) ∨ (σ 0 = 0 ∧ σ 1 = 2 ∧ σ 2 = 1) ∨
      (σ 0 = 1 ∧ σ 1 = 0 ∧ σ 2 = 2) ∨ (σ 0 = 1 ∧ σ 1 = 2 ∧ σ 2 = 0) ∨
      (σ 0 = 2 ∧ σ 1 = 0 ∧ σ 2 = 1) ∨ (σ 0 = 2 ∧ σ 1 = 1 ∧ σ 2 = 0) := by decide +kernel
  rcases h6 σ with ⟨h0, h1, h2⟩ | ⟨h0, h1, h2⟩ | ⟨h0, h1, h2⟩ | ⟨h0, h1, h2⟩ |
    ⟨h0, h1, h2⟩ | ⟨h0, h1, h2⟩ <;>
  simp only [cubicForm, Fin.sum_univ_three, Fin.isValue, zero_add, Fin.reduceAdd,
    hN, hS2, hS3, h0, h1, h2] <;> ring_nf
```

Each form also has degree 3, so it belongs to the space.

```lean
/-- The six cubic forms, read as polynomials, are cubic invariants. -/
theorem cubicForm_mem (l : Fin 6) :
    cubicForm (X : V → MvPolynomial V ℝ) l ∈ cubicInvariants := by
  have hX := fun v : V => MvPolynomial.isHomogeneous_X ℝ v
  refine ⟨?_, fun s σ e he => by
    rw [voigt_conj s σ e he, eval_cubicForm, eval_cubicForm, cubicForm_transform]⟩
  fin_cases l
  · exact MvPolynomial.IsHomogeneous.sum Finset.univ _ _ fun i _ => (hX (.inl i)).pow 3
  · exact MvPolynomial.IsHomogeneous.sum Finset.univ _ _ fun i _ =>
      ((hX (.inl i)).pow 2).mul ((hX (.inl (i + 1))).add (hX (.inl (i + 2))))
  · exact ((hX (.inl 0)).mul (hX (.inl 1))).mul (hX (.inl 2))
  · exact MvPolynomial.IsHomogeneous.sum Finset.univ _ _ fun i _ =>
      (hX (.inl i)).mul ((hX (.inr i)).pow 2)
  · exact MvPolynomial.IsHomogeneous.sum Finset.univ _ _ fun i _ =>
      (hX (.inl i)).mul (((hX (.inr (i + 1))).pow 2).add ((hX (.inr (i + 2))).pow 2))
  · exact ((hX (.inr 0)).mul (hX (.inr 1))).mul (hX (.inr 2))
```

## They are independent

Let \(\sum_l g_lI_l=0\). Six test strains give

\[
\begin{gathered}
g_0=0,\quad 2g_0+2g_1=0,\quad 3g_0+6g_1+g_2=0,\\
g_0+g_3=0,\quad g_0+g_4=0,\quad g_5=0,
\end{gathered}
\]

so every \(g_l\) vanishes.

```lean
/-- The six cubic forms are linearly independent. -/
theorem cubicForm_linearIndependent :
    LinearIndependent ℝ (cubicForm (X : V → MvPolynomial V ℝ)) := by
  rw [Fintype.linearIndependent_iff]
  intro g hg
  have key : ∀ x : V → ℝ, ∑ l, g l * cubicForm x l = 0 := fun x => by
    have h := congrArg (eval x) hg
    simpa only [map_sum, MvPolynomial.smul_eval, eval_cubicForm, map_zero] using h
  -- six test strains isolate the coefficients one after the other
  have k0 := key (Sum.elim ![1, 0, 0] ![0, 0, 0])
  have k1 := key (Sum.elim ![1, 1, 0] ![0, 0, 0])
  have k2 := key (Sum.elim ![1, 1, 1] ![0, 0, 0])
  have k3 := key (Sum.elim ![1, 0, 0] ![1, 0, 0])
  have k4 := key (Sum.elim ![1, 0, 0] ![0, 1, 0])
  have k5 := key (Sum.elim ![0, 0, 0] ![1, 1, 1])
  simp [cubicForm, Fin.sum_univ_six, Fin.sum_univ_three] at k0 k1 k2 k3 k4 k5
  have g1 : g 1 = 0 := by linarith
  have g2 : g 2 = 0 := by linarith
  have g3 : g 3 = 0 := by linarith
  have g4 : g 4 = 0 := by linarith
  have g5 : g 5 = 0 := by linarith
  intro i
  fin_cases i
  exacts [k0, g1, g2, g3, g4, g5]
```

## No other invariants exist

A cubic monomial is a list of three components; `mon` turns the list into exponents.

```lean
/-- The exponent vector of the product of the variables listed in `m`. -/
def mon {ι : Type*} (m : Multiset ι) : ι →₀ ℕ := (m.map fun v => Finsupp.single v 1).sum
```

If \(p\) is unchanged when each variable \(x_v\) becomes \(t_vx_v\), comparing coefficients gives \(c_{abc}\,t_at_bt_c=c_{abc}\). A factor \(-1\) forces \(c_{abc}=0\). The comparison is legitimate because real polynomials with equal values everywhere are equal.

```lean
/-- If a polynomial is unchanged when each variable `v` is multiplied by `t v`, then so is
each of its cubic terms. -/
theorem coeff_of_scaling {ι : Type*} [Fintype ι] [DecidableEq ι] {p : MvPolynomial ι ℝ}
    (t : ι → ℝ) (h : ∀ x, eval (fun v => t v * x v) p = eval x p) (a b c : ι) :
    coeff (mon {a, b, c}) p * (t a * t b * t c) = coeff (mon {a, b, c}) p := by
  have hq : ∑ d ∈ p.support, MvPolynomial.monomial d (coeff d p * ∏ v, t v ^ d v) = p := by
    apply MvPolynomial.funext
    intro x
    rw [← h x, map_sum, MvPolynomial.eval_eq']
    refine Finset.sum_congr rfl fun d _ => ?_
    rw [MvPolynomial.eval_monomial, Finsupp.prod_fintype _ _ (fun _ => pow_zero _)]
    simp only [mul_pow, Finset.prod_mul_distrib]
    ring
  have ht : ∏ v, t v ^ (mon {a, b, c} : ι →₀ ℕ) v = t a * t b * t c := by
    have hs : ∀ u : ι, ∏ v, t v ^ (Finsupp.single u 1 : ι →₀ ℕ) v = t u := fun u => by
      simp [Finsupp.single_apply, pow_ite]
    have hm : (mon {a, b, c} : ι →₀ ℕ) =
        Finsupp.single a 1 + (Finsupp.single b 1 + Finsupp.single c 1) := by simp [mon]
    rw [hm]
    simp only [Finsupp.coe_add, Pi.add_apply, pow_add, Finset.prod_mul_distrib, hs, mul_assoc]
  rcases eq_or_ne (coeff (mon {a, b, c}) p) 0 with hd | hd
  · rw [hd, zero_mul]
  · have h1 := congrArg (coeff (mon {a, b, c})) hq
    simp only [MvPolynomial.coeff_sum, MvPolynomial.coeff_monomial, Finset.sum_ite_eq',
      MvPolynomial.mem_support_iff] at h1
    rwa [if_pos hd, ht] at h1
```

The monomials to which the others will be reduced are \(n_0^3,\ n_0^2n_1,\ n_0n_1n_2,\ n_0h_0^2,\ n_0h_1^2,\ h_0h_1h_2\).

```lean
/-- Six cubic monomials, each given by its list of three strain components. -/
def rep : Fin 6 → Multiset V :=
  ![{.inl 0, .inl 0, .inl 0}, {.inl 0, .inl 0, .inl 1}, {.inl 0, .inl 1, .inl 2},
    {.inl 0, .inr 0, .inr 0}, {.inl 0, .inr 1, .inr 1}, {.inr 0, .inr 1, .inr 2}]
```

The mirror reversing axis \(m\) changes the sign of the two shears \(h_i\) with \(i\ne m\).

```lean
/-- The signs of the axes under the mirror that reverses axis `m`. -/
def mirror (m : Fin 3) : Fin 3 → ℤˣ := fun i => if i = m then -1 else 1
```

A monomial even under all three mirrors has shear exponents of equal parity. It is of type \(nnn\) (10 monomials), \(n_ih_j^2\) (9) or \(h_0h_1h_2\) (1). Permutations group these 20 into orbits of sizes \(3,6,1,3,6,1\), one for each representative. Lean checks the dichotomy by running through all ordered triples; the products of two swaps supply every permutation.

```lean
/-- Each cubic monomial is odd under a mirror or is carried to one of the six monomials `rep`
by a permutation of the axes. -/
theorem orbit : ∀ a b c : V,
    (∃ m, sgn (mirror m) a * sgn (mirror m) b * sgn (mirror m) c = -1) ∨
    ∃ i j : Fin 3, ∃ l : Fin 6,
      ({Sum.map (Equiv.swap 0 i * Equiv.swap 1 j) (Equiv.swap 0 i * Equiv.swap 1 j) a,
        Sum.map (Equiv.swap 0 i * Equiv.swap 1 j) (Equiv.swap 0 i * Equiv.swap 1 j) b,
        Sum.map (Equiv.swap 0 i * Equiv.swap 1 j) (Equiv.swap 0 i * Equiv.swap 1 j) c} :
        Multiset V) = rep l := by
  decide +kernel
```

Any six numbers are the components of some symmetric matrix, so invariance in \(e\) becomes invariance in six free variables.

```lean
lemma eval_transform {p : MvPolynomial V ℝ} (hp : p ∈ cubicInvariants) (s : Fin 3 → ℤˣ)
    (σ : Equiv.Perm (Fin 3)) (x : V → ℝ) :
    eval (fun v => ((sgn s v : ℤ) : ℝ) * x (Sum.map σ σ v)) p = eval x p := by
  obtain ⟨e, he, hx⟩ : ∃ e : Matrix (Fin 3) (Fin 3) ℝ, e.IsSymm ∧ voigt e = x := by
    refine ⟨!![x (.inl 0), x (.inr 2), x (.inr 1); x (.inr 2), x (.inl 1), x (.inr 0);
      x (.inr 1), x (.inr 0), x (.inl 2)], ?_, ?_⟩
    · ext i j
      fin_cases i <;> fin_cases j <;> rfl
    · ext v
      rcases v with i | i <;> fin_cases i <;> rfl
  have h := hp.2 s σ e he
  rwa [voigt_conj s σ e he, hx] at h
```

Now let an invariant have zero coefficients at the six representatives. Degrees other than 3 are absent, mirror-odd terms vanish by the scaling argument, and every other coefficient equals the coefficient of a representative, which is zero. The polynomial is zero.

```lean
/-- A cubic invariant whose coefficients at the six monomials `rep` vanish is zero. -/
theorem eq_zero_of_coeff {p : MvPolynomial V ℝ} (hp : p ∈ cubicInvariants)
    (h : ∀ l, coeff (mon (rep l)) p = 0) : p = 0 := by
  ext d
  rw [MvPolynomial.coeff_zero]
  by_cases hd : d.degree = 3
  swap
  · exact hp.1.coeff_eq_zero hd
  obtain ⟨a, b, c, habc⟩ := Multiset.card_eq_three.mp
    (show (Finsupp.toMultiset d).card = 3 by rw [Finsupp.card_toMultiset]; exact hd)
  have hinj : Function.Injective (Finsupp.toMultiset : (V →₀ ℕ) → Multiset V) :=
    fun u v huv => by
      rw [← Finsupp.toMultiset_toFinsupp u, huv, Finsupp.toMultiset_toFinsupp]
  obtain rfl : d = mon {a, b, c} := hinj (by
    rw [habc]
    simp [mon]
    exact Multiset.cons_swap _ _ _)
  rcases orbit a b c with ⟨m, hm⟩ | ⟨i, j, l, hl⟩
  · -- a mirror reverses the sign of the monomial
    have h1 := coeff_of_scaling (fun v => ((sgn (mirror m) v : ℤ) : ℝ))
      (fun x => by simpa using eval_transform hp (mirror m) 1 x) a b c
    have h2 : ((sgn (mirror m) a : ℤ) : ℝ) * ((sgn (mirror m) b : ℤ) : ℝ) *
        ((sgn (mirror m) c : ℤ) : ℝ) = -1 := by
      simpa using congrArg (fun u : ℤˣ => ((u : ℤ) : ℝ)) hm
    beta_reduce at h1
    rw [h2] at h1
    linarith
  · -- a permutation of the axes carries the monomial to a representative
    generalize Equiv.swap 0 i * Equiv.swap 1 j = σ at hl
    have hs : ∀ v, sgn 1 v = 1 := by rintro (v | v) <;> simp [sgn]
    have hr : rename (Sum.map σ σ) p = p := MvPolynomial.funext fun x => by
      rw [MvPolynomial.eval_rename]
      simpa [hs, Function.comp_def] using eval_transform hp 1 σ x
    have h1 := MvPolynomial.coeff_rename_mapDomain (Sum.map σ σ)
      (Sum.map_injective.2 ⟨σ.injective, σ.injective⟩) p (mon {a, b, c})
    have h2 : Finsupp.mapDomain (Sum.map σ σ) (mon {a, b, c}) =
        mon {Sum.map σ σ a, Sum.map σ σ b, Sum.map σ σ c} := by
      simp [mon, Finsupp.mapDomain_add, Finsupp.mapDomain_single]
    rw [hr, h2, hl] at h1
    rw [← h1]
    exact h l
```

Reading off six coefficients is thus an injective linear map to \(\mathbb R^6\), and the dimension is at most 6. The span of \(I_0,\dots,I_5\) lies inside the space and already has dimension 6, so the two coincide.

```lean
/-- The six cubic forms span the space of cubic invariants. -/
theorem cubicInvariants_eq_span :
    cubicInvariants = Submodule.span ℝ (Set.range (cubicForm (X : V → MvPolynomial V ℝ))) := by
  let φ : cubicInvariants →ₗ[ℝ] (Fin 6 → ℝ) :=
    { toFun := fun p l => coeff (mon (rep l)) p.1
      map_add' := fun p q => by ext l; simp
      map_smul' := fun c p => by ext l; simp }
  have hφ : Function.Injective φ := by
    rw [injective_iff_map_eq_zero]
    exact fun p hp => Subtype.ext (eq_zero_of_coeff p.2 fun l => congrFun hp l)
  have : Module.Finite ℝ cubicInvariants := Module.Finite.of_injective φ hφ
  have hle : Module.finrank ℝ cubicInvariants ≤ 6 := by
    simpa using LinearMap.finrank_le_finrank_of_injective hφ
  refine (Submodule.eq_of_le_of_finrank_le (Submodule.span_le.2 ?_) ?_).symm
  · rintro _ ⟨l, rfl⟩
    exact cubicForm_mem l
  · rw [finrank_span_eq_card cubicForm_linearIndependent]
    simpa using hle

/-- The cubic invariants of the strain under all signed permutations of the axes form a real
vector space of dimension exactly 6. -/
theorem finrank_cubicInvariants : Module.finrank ℝ cubicInvariants = 6 := by
  rw [cubicInvariants_eq_span, finrank_span_eq_card cubicForm_linearIndependent,
    Fintype.card_fin]
```

## The energy in the usual constants

With textbook Voigt labels 1 to 6 on the constants, every invariant \(W\) takes the form

\[ W=\tfrac{C_{111}}6I_0+\tfrac{C_{112}}2I_1+C_{123}I_2+2C_{144}I_3+2C_{155}I_4+8C_{456}I_5. \]

The factors 2 and 8 come from the tensor shears. The proof rescales the coefficients in the basis. When finite-strain energies from electronic-structure calculations are fitted for an \(m\bar3m\) crystal, the term cubic in the Lagrangian strain has no unknowns beyond these six.

```lean
/-- Every cubic invariant is a third-order elastic energy with six constants
C111, C112, C123, C144, C155, C456; the shear components are `e_ij`, not `2 e_ij`. -/
theorem energy_expansion {W : MvPolynomial V ℝ} (hW : W ∈ cubicInvariants) :
    ∃ C111 C112 C123 C144 C155 C456 : ℝ, ∀ x : V → ℝ,
      eval x W = C111 / 6 * cubicForm x 0 + C112 / 2 * cubicForm x 1 + C123 * cubicForm x 2
        + 2 * C144 * cubicForm x 3 + 2 * C155 * cubicForm x 4 + 8 * C456 * cubicForm x 5 := by
  rw [cubicInvariants_eq_span] at hW
  obtain ⟨c, rfl⟩ := (Submodule.mem_span_range_iff_exists_fun ℝ).mp hW
  refine ⟨6 * c 0, 2 * c 1, c 2, c 3 / 2, c 4 / 2, c 5 / 8, fun x => ?_⟩
  simp only [Fin.sum_univ_six, map_add, MvPolynomial.smul_eval, eval_cubicForm]
  ring

end

end CubicThirdOrderElasticity
```

For the strain in the example, \(W=10^{-6}\left(\tfrac32C_{111}+3C_{112}+6C_{144}+30C_{155}+16C_{456}\right)\); \(C_{123}\) does not enter because \(n_2=0\).

```lean
#print axioms CubicThirdOrderElasticity.finrank_cubicInvariants
#print axioms CubicThirdOrderElasticity.energy_expansion
```

```
'CubicThirdOrderElasticity.finrank_cubicInvariants' depends on axioms: [propext, Classical.choice, Quot.sound]
'CubicThirdOrderElasticity.energy_expansion' depends on axioms: [propext, Classical.choice, Quot.sound]
```
